# Factorial growth and Borel pole of a leading-logarithm bubble chain: a model of Lautrup's renormalon

Two questions about a bubble-chain series in QED are how fast its coefficients grow and how far from the origin its Borel transform first becomes singular. For a model of the chain in the lepton's anomalous magnetic moment, in which the integrand keeps its one-loop weight \(1-x\) and each vacuum-polarisation bubble is replaced by \(b\,(-\ln(1-x))\), the form its leading logarithm takes at the large-momentum end \(x\to1\) of the integration variable \(x\in(0,1)\), the file below answers both exactly: the \(n\)-th coefficient is \(n!\,b^n/2^{n+1}\), where \(b>0\) is the strength of one bubble, and the Borel series in the variable \(u\), with the \(n\)-th term divided by \(n!\), is summable exactly for \(|u|<2/b\), where it sums to \(1/(2-bu)\).

```lean
import Mathlib

open MeasureTheory Set Filter Topology

namespace LautrupRenormalon

noncomputable section

/-- The model bubble-chain coefficient (each bubble replaced by `b (-ln(1-x))`) `a_n = bⁿ ∫₀¹ (1-x) (-ln(1-x))ⁿ dx`. -/
def coeff (b : ℝ) (n : ℕ) : ℝ :=
  b ^ n * ∫ x in (0 : ℝ)..1, (1 - x) * (-Real.log (1 - x)) ^ n

/-- The `n`-th term `a_n uⁿ / n!` of the Borel transform of the bubble-chain series. -/
def borelTerm (b : ℝ) (u : ℂ) (n : ℕ) : ℂ :=
  (coeff b n : ℂ) * u ^ n / (n.factorial : ℂ)

/-- Logarithmic moments: `∫₀¹ (1-x)ᵏ (-ln(1-x))ⁿ dx = n! / (k+1)ⁿ⁺¹`. -/
theorem log_moment (k n : ℕ) :
    ∫ x in (0 : ℝ)..1, (1 - x) ^ k * (-Real.log (1 - x)) ^ n
      = (n.factorial : ℝ) / ((k : ℝ) + 1) ^ (n + 1) := by
  -- the substitution x = 1 - exp (-t) maps (0, ∞) onto (0, 1)
  have himg : (fun t : ℝ => 1 - Real.exp (-t)) '' Ioi 0 = Ioo 0 1 := by
    ext x
    constructor
    · rintro ⟨t, ht, rfl⟩
      have h1 := Real.exp_pos (-t)
      have h2 := Real.exp_lt_exp.2 (show -t < 0 by linarith [mem_Ioi.1 ht])
      rw [Real.exp_zero] at h2
      refine ⟨?_, ?_⟩
      · show 0 < 1 - Real.exp (-t)
        linarith
      · show 1 - Real.exp (-t) < 1
        linarith
    · rintro ⟨h0, h1⟩
      have hp : 0 < 1 - x := by linarith
      refine ⟨-Real.log (1 - x), ?_, ?_⟩
      · have := Real.log_neg hp (by linarith)
        exact mem_Ioi.2 (by linarith)
      · show 1 - Real.exp (- -Real.log (1 - x)) = x
        rw [neg_neg, Real.exp_log hp]
        ring
  have hder : ∀ t : ℝ, HasDerivAt (fun t : ℝ => 1 - Real.exp (-t)) (Real.exp (-t)) t := by
    intro t
    have h : HasDerivAt (fun t : ℝ => -t) (-1) t := hasDerivAt_neg t
    exact (h.exp.const_sub 1).congr_deriv (by ring)
  have hinj : InjOn (fun t : ℝ => 1 - Real.exp (-t)) (Ioi 0) := by
    intro s _ t _ h
    have h' : 1 - Real.exp (-s) = 1 - Real.exp (-t) := h
    have h'' : Real.exp (-s) = Real.exp (-t) := by linarith
    exact neg_injective (Real.exp_injective h'')
  have key := integral_image_eq_integral_abs_deriv_smul
    (f := fun t : ℝ => 1 - Real.exp (-t)) (f' := fun t : ℝ => Real.exp (-t))
    measurableSet_Ioi (fun t _ => (hder t).hasDerivWithinAt) hinj
    (fun x : ℝ => (1 - x) ^ k * (-Real.log (1 - x)) ^ n)
  rw [himg] at key
  rw [intervalIntegral.integral_of_le zero_le_one, integral_Ioc_eq_integral_Ioo]
  refine key.trans ?_
  -- what remains is the Gamma integral ∫ tⁿ exp (-(k+1) t) dt
  have hG := Real.integral_rpow_mul_exp_neg_mul_Ioi (a := (n : ℝ) + 1) (r := (k : ℝ) + 1)
    (by positivity) (by positivity)
  trans ∫ t in Ioi (0 : ℝ), t ^ ((n : ℝ) + 1 - 1) * Real.exp (-(((k : ℝ) + 1) * t))
  · refine setIntegral_congr_fun measurableSet_Ioi (fun t _ => ?_)
    show |Real.exp (-t)| • ((1 - (1 - Real.exp (-t))) ^ k
        * (-Real.log (1 - (1 - Real.exp (-t)))) ^ n)
      = t ^ ((n : ℝ) + 1 - 1) * Real.exp (-(((k : ℝ) + 1) * t))
    have he : -(((k : ℝ) + 1) * t) = -t + k * (-t) := by ring
    rw [sub_sub_cancel, Real.log_exp, neg_neg, abs_of_pos (Real.exp_pos _),
      add_sub_cancel_right, Real.rpow_natCast, smul_eq_mul, he, Real.exp_add,
      Real.exp_nat_mul]
    ring
  · have hc : (n : ℝ) + 1 = ((n + 1 : ℕ) : ℝ) := by simp
    rw [hG, Real.Gamma_nat_eq_factorial, hc, Real.rpow_natCast, one_div, inv_pow,
      div_eq_mul_inv]
    exact mul_comm _ _

/-- The integrand `(1-x)ᵏ (-ln(1-x))ⁿ` is integrable on `[0, 1]`. -/
theorem log_moment_integrable (k n : ℕ) :
    IntervalIntegrable (fun x : ℝ => (1 - x) ^ k * (-Real.log (1 - x)) ^ n) volume 0 1 := by
  by_contra h
  have h0 := intervalIntegral.integral_undef h
  rw [log_moment] at h0
  have hp : (0 : ℝ) < (n.factorial : ℝ) / ((k : ℝ) + 1) ^ (n + 1) := by positivity
  linarith

/-- Closed form of the bubble-chain coefficients: `a_n = n! bⁿ / 2ⁿ⁺¹`. -/
theorem coeff_eq (b : ℝ) (n : ℕ) :
    coeff b n = (n.factorial : ℝ) * b ^ n / 2 ^ (n + 1) := by
  have h := log_moment 1 n
  simp only [pow_one, Nat.cast_one] at h
  unfold coeff
  rw [h, one_add_one_eq_two]
  ring

/-- For `b > 0` and every complex `z ≠ 0` the terms `|a_n zⁿ|` tend to infinity. -/
theorem norm_term_tendsto_atTop {b : ℝ} (hb : 0 < b) {z : ℂ} (hz : z ≠ 0) :
    Tendsto (fun n => ‖(coeff b n : ℂ) * z ^ n‖) atTop atTop := by
  have hz' : 0 < ‖z‖ := norm_pos_iff.2 hz
  -- the reciprocal of the term is 2 dⁿ / n! with d = 2 / (b |z|)
  have h0 : Tendsto (fun n : ℕ => 2 * ((2 / (b * ‖z‖)) ^ n / (n.factorial : ℝ)))
      atTop (𝓝[>] 0) := by
    refine tendsto_nhdsWithin_iff.2 ⟨?_, Eventually.of_forall fun n => ?_⟩
    · have := ((Real.summable_pow_div_factorial (2 / (b * ‖z‖))).tendsto_atTop_zero).const_mul 2
      rwa [mul_zero] at this
    · exact mem_Ioi.2 (by positivity)
  refine (tendsto_inv_nhdsGT_zero.comp h0).congr fun n => ?_
  show (2 * ((2 / (b * ‖z‖)) ^ n / (n.factorial : ℝ)))⁻¹ = ‖(coeff b n : ℂ) * z ^ n‖
  rw [norm_mul, norm_pow, Complex.norm_real, Real.norm_eq_abs, coeff_eq,
    abs_of_nonneg (by positivity), div_pow, mul_pow, pow_succ]
  field_simp
  try ring

/-- The Borel terms are geometric: `a_n uⁿ / n! = (1/2) (b u / 2)ⁿ`. -/
theorem borelTerm_eq (b : ℝ) (u : ℂ) (n : ℕ) :
    borelTerm b u n = 1 / 2 * ((b : ℂ) * u / 2) ^ n := by
  have hn : (n.factorial : ℂ) ≠ 0 := Nat.cast_ne_zero.2 n.factorial_ne_zero
  unfold borelTerm
  rw [coeff_eq]
  push_cast
  rw [div_pow, mul_pow, pow_succ]
  field_simp
  try ring

/-- For `b > 0`, `a_n = n! bⁿ / 2ⁿ⁺¹` and the partial sums of `∑ a_n zⁿ`
have no limit for any `z ≠ 0`. The Borel series `∑ a_n uⁿ / n!` is summable exactly for
`|u| < 2/b`, where `2 - b u ≠ 0` and the sum is `1 / (2 - b u)`. -/
theorem renormalon {b : ℝ} (hb : 0 < b) :
    (∀ n, coeff b n = (n.factorial : ℝ) * b ^ n / 2 ^ (n + 1)) ∧
    (∀ z : ℂ, z ≠ 0 → ∀ L : ℂ,
      ¬ Tendsto (fun N => ∑ n ∈ Finset.range N, (coeff b n : ℂ) * z ^ n) atTop (𝓝 L)) ∧
    (∀ u : ℂ, Summable (borelTerm b u) ↔ ‖u‖ < 2 / b) ∧
    (∀ u : ℂ, ‖u‖ < 2 / b →
      2 - (b : ℂ) * u ≠ 0 ∧ HasSum (borelTerm b u) (1 / (2 - (b : ℂ) * u))) := by
  have hnorm : ∀ u : ℂ, ‖(b : ℂ) * u / 2‖ < 1 ↔ ‖u‖ < 2 / b := by
    intro u
    have h2 : ‖(2 : ℂ)‖ = 2 := by simp
    rw [norm_div, norm_mul, Complex.norm_real, Real.norm_eq_abs, abs_of_pos hb, h2,
      div_lt_one two_pos, lt_div_iff₀ hb, mul_comm]
  have hfun : ∀ u : ℂ, borelTerm b u = fun n => 1 / 2 * ((b : ℂ) * u / 2) ^ n :=
    fun u => funext (borelTerm_eq b u)
  refine ⟨coeff_eq b, fun z hz L hL => ?_, fun u => ?_, fun u hu => ⟨fun h => ?_, ?_⟩⟩
  · -- convergent partial sums would force the terms to zero
    have h1 := (((tendsto_add_atTop_iff_nat 1).2 hL).sub hL).norm
    simp only [Finset.sum_range_succ, add_sub_cancel_left, sub_self, norm_zero] at h1
    obtain ⟨n, ha, hc⟩ := ((h1.eventually (gt_mem_nhds one_pos)).and
      ((norm_term_tendsto_atTop hb hz).eventually_ge_atTop 1)).exists
    exact absurd ha (not_lt.2 hc)
  · rw [hfun, summable_mul_left_iff (by norm_num), summable_geometric_iff_norm_lt_one, hnorm]
  · have h1 : (b : ℂ) * u / 2 = 1 := by linear_combination (-1 / 2 : ℂ) * h
    have h2 := (hnorm u).2 hu
    rw [h1, norm_one] at h2
    exact lt_irrefl _ h2
  · -- geometric series in b u / 2
    have h1 := (hasSum_geometric_of_norm_lt_one ((hnorm u).2 hu)).mul_left (1 / 2)
    have h2 : 1 / (2 - (b : ℂ) * u) = 1 / 2 * (1 - (b : ℂ) * u / 2)⁻¹ := by
      rw [show 2 - (b : ℂ) * u = 2 * (1 - (b : ℂ) * u / 2) by ring]
      simp only [one_div, mul_inv]
    rw [hfun, h2]
    exact h1

/-- For `b > 0` and `|u| < 2/b` the Borel sum times `u - 2/b` equals `-1/b`. -/
theorem borel_pole {b : ℝ} (hb : 0 < b) {u : ℂ} (hu : ‖u‖ < 2 / b) :
    (u - 2 / (b : ℂ)) * ∑' n, borelTerm b u n = -1 / (b : ℂ) := by
  obtain ⟨h0, h1⟩ := (renormalon hb).2.2.2 u hu
  have hb' : (b : ℂ) ≠ 0 := Complex.ofReal_ne_zero.2 hb.ne'
  have h2 : u - 2 / (b : ℂ) = -1 / (b : ℂ) * (2 - (b : ℂ) * u) := by
    field_simp
    ring
  rw [h1.tsum_eq, h2, mul_assoc, mul_one_div_cancel h0, mul_one]

end

end LautrupRenormalon
```

```lean
#print axioms LautrupRenormalon.log_moment_integrable
#print axioms LautrupRenormalon.borel_pole
```

```
'LautrupRenormalon.log_moment_integrable' depends on axioms: [propext, Classical.choice, Quot.sound]
'LautrupRenormalon.borel_pole' depends on axioms: [propext, Classical.choice, Quot.sound]
```

## What the statements say

`coeff b n` is the real number
\[ a_n = b^n\int_0^1 (1-x)\,\bigl(-\ln(1-x)\bigr)^n\,dx, \qquad n = 0, 1, 2, \dots, \]
with \(b\) real and the integral taken in the Lebesgue sense over the interval from 0 to 1. `borelTerm b u n` is the complex number \(a_n u^n/n!\) for complex \(u\). This fixes the Borel convention: the term of order \(n\) is divided by \(n!\), and the count starts at \(n=0\).

The theorem `renormalon` assumes \(b>0\) and has four parts.

1. For every \(n\), \(a_n = n!\,b^n/2^{n+1}\). At \(n=0\) this reads \(a_0 = 1/2\).
2. For every complex \(z\neq 0\) and every complex \(L\), the partial sums \(S_N=\sum_{n=0}^{N-1} a_n z^n\), written with `Finset.range N`, do not tend to \(L\). This says more than a failure of `Summable` would. For complex terms `Summable` amounts to absolute convergence, so its negation would leave conditional convergence open, whereas part 2 excludes every finite limit.
3. The Borel series \(\sum_n a_n u^n/n!\) is `Summable` if and only if \(|u|<2/b\). The equivalence makes the radius sharp and places the boundary circle on the non-summable side.
4. For \(|u|<2/b\), the denominator \(2-bu\) is nonzero and the Borel series has the sum \(1/(2-bu)\).

Write \(B(u)\) for the Borel sum, which is `∑' n, borelTerm b u n` in Lean. The theorem `borel_pole` states that \((u-2/b)\,B(u) = -1/b\) for \(b>0\) and \(|u|<2/b\). Inside the disc, \(B\) therefore coincides with \((-1/b)/(u-2/b)\), the rational function with a simple pole at \(u=2/b\) and residue \(-1/b\). The point \(u=2/b\) lies on the boundary of the disc, and the theorem speaks only of the interior; no analytic continuation is defined in the file.

The closed form `coeff_eq` and the geometric form `borelTerm_eq` hold for every real \(b\). Positivity enters with the divergence and the radius. At \(b=0\) the series stops after \(a_0\), and negative \(b\), which makes the coefficients alternate in sign, is not treated by `renormalon`.

## The physics encoded

Let \(\alpha\) be the fine-structure constant and \(m\) the lepton mass. The one-loop vertex contribution to the anomalous magnetic moment can be written as \((\alpha/\pi)\int_0^1(1-x)\,dx\), whose integral is the coefficient \(a_0=1/2\). Inserting \(n\) bubbles into the photon line multiplies the integrand by the \(n\)-th power of the one-loop polarisation function at spacelike momentum squared \(Q^2=m^2x^2/(1-x)\). For \(Q^2\gg m^2\) each bubble of the same lepton contributes about \((\alpha/3\pi)\ln(Q^2/m^2)\), and near \(x=1\) the logarithm is close to \(-\ln(1-x)\). With the overall factor \(\alpha/\pi\) removed and \(z=\alpha/\pi\), this corresponds to \(b=1/3\).

Lautrup's renormalon concerns these diagrams with the full mass-dependent polarisation function; the series coefficients then take a factorial form only asymptotically. The file starts from the integral that defines `coeff`, in which \(-\ln(1-x)\) is used on the whole interval in place of \(\ln(Q^2/m^2)=2\ln x-\ln(1-x)\), so that the term \(2\ln x\), the constant term of the polarisation function and all mass corrections are dropped. The reduction of the diagrams to that integral is an input to the model. The result bears on large-order perturbation theory in QED by showing that this model of a single chain, with one term per order, has zero radius of convergence and a Borel sum whose closed form is singular on the positive real axis. That this singularity obstructs the Laplace integral \(\int_0^\infty e^{-s}B(zs)\,ds\) for \(z>0\) is the usual reading, but that integral is never formed in the file.

## Why it is true

**Logarithmic moments.** For natural numbers \(k\) and \(n\) set \(I_{k,n}=\int_0^1(1-x)^k(-\ln(1-x))^n\,dx\). Substitute \(x=1-e^{-t}\) with \(t\in(0,\infty)\). Then \(1-x=e^{-t}\), \(-\ln(1-x)=t\) and \(dx=e^{-t}\,dt\), so
\[ I_{k,n}=\int_0^\infty e^{-kt}\,t^n\,e^{-t}\,dt=\int_0^\infty t^n e^{-(k+1)t}\,dt. \]
Rescaling with \(s=(k+1)t\) gives
\[ I_{k,n}=\frac{1}{(k+1)^{n+1}}\int_0^\infty s^n e^{-s}\,ds=\frac{\Gamma(n+1)}{(k+1)^{n+1}}=\frac{n!}{(k+1)^{n+1}}. \]
`log_moment` follows this route. The three ingredients of a change of variables are proved separately: `himg` shows that \(t\mapsto 1-e^{-t}\) maps \((0,\infty)\) onto \((0,1)\), using \(t=-\ln(1-x)\) as preimage; `hder` gives the derivative \(e^{-t}\); `hinj` gives injectivity. `integral_image_eq_integral_abs_deriv_smul` turns these into `key`, the substitution formula with Jacobian \(|e^{-t}|\). The interval integral is rewritten as an integral over the open interval, since the endpoint \(x=1\) has measure zero. The `trans` step brings the integrand pointwise to \(t^{(n+1)-1}e^{-(k+1)t}\), the shape of `Real.integral_rpow_mul_exp_neg_mul_Ioi` with \(a=n+1\) and \(r=k+1\). That lemma evaluates the integral as \((1/r)^a\,\Gamma(a)\), so it contains the rescaling, and `Real.Gamma_nat_eq_factorial` supplies \(\Gamma(n+1)=n!\).

For \(n\ge1\) and \(k=0\) the integrand is unbounded at \(x=1\), so integrability deserves a statement. Mathlib assigns the value 0 to the integral of a non-integrable function, and `log_moment_integrable` uses exactly this: if the integrand were not integrable, then \(I_{k,n}\) would be 0, contradicting the positive value \(n!/(k+1)^{n+1}\).

**Closed form.** Setting \(k=1\) gives \(I_{1,n}=n!/2^{n+1}\), hence \(a_n=b^nI_{1,n}=n!\,b^n/2^{n+1}\). This is `coeff_eq`, which specialises `log_moment 1 n`.

**Divergence.** For \(b>0\) and \(z\neq0\) put \(d=2/(b|z|)>0\). Then
\[ |a_nz^n|=\frac{n!}{2}\left(\frac{b|z|}{2}\right)^{n}=\left(\frac{2d^{\,n}}{n!}\right)^{-1}. \]
The exponential series \(\sum_n d^{\,n}/n!\) converges, so \(2d^{\,n}/n!\) tends to 0 through positive values and its reciprocal tends to \(+\infty\). In `norm_term_tendsto_atTop`, `h0` is the limit from the right, written `𝓝[>] 0`, obtained from `Real.summable_pow_div_factorial` and positivity. Composition with `tendsto_inv_nhdsGT_zero` inverts it, and the last rewriting identifies the reciprocal with \(|a_nz^n|\).

Now suppose \(S_N\to L\). Then \(S_{N+1}\to L\) as well, and \(a_Nz^N=S_{N+1}-S_N\to0\). In the first bullet of the proof of `renormalon`, `h1` is this statement for the norms. Eventually \(|a_Nz^N|<1\), while the divergence lemma gives eventually \(|a_Nz^N|\ge1\). An index at which both hold is the contradiction.

**Borel series.** Dividing by \(n!\) cancels the factorial:
\[ \frac{a_nu^n}{n!}=\frac{b^nu^n}{2^{n+1}}=\frac12\,q^n,\qquad q=\frac{bu}{2}. \]
This is `borelTerm_eq`. A geometric series is absolutely convergent exactly when \(|q|<1\), and for \(b>0\) the condition \(b|u|/2<1\) is \(|u|<2/b\); that translation is `hnorm`. Part 3 strips the nonzero factor \(1/2\) with `summable_mul_left_iff` and applies `summable_geometric_iff_norm_lt_one`. For part 4, \(2-bu=0\) would give \(q=1\), which contradicts \(|q|<1\). The sum is
\[ \frac12\cdot\frac{1}{1-q}=\frac{1}{2(1-bu/2)}=\frac{1}{2-bu}, \]
where `hasSum_geometric_of_norm_lt_one` provides \(1/(1-q)\) and the final `h2` is the factorisation \(2-bu=2(1-bu/2)\).

**Pole form.** Since \(b\neq0\), one has \(u-2/b=-\frac1b(2-bu)\). Multiplying by \(B(u)=1/(2-bu)\) and cancelling the nonzero factor \(2-bu\) leaves \(-1/b\). `borel_pole` extracts both facts from part 4 of `renormalon`, replaces the infinite sum by its value through `h1.tsum_eq`, and cancels.

## Another way to model the Borel transform

The transform could have been defined by summing under the integral sign first. With \(t=-\ln(1-x)\), the exponential series gives \(\sum_n (but)^n/n!=e^{but}=(1-x)^{-bu}\), which suggests the definition
\[ \tilde B(u)=\int_0^1(1-x)^{1-bu}\,dx. \]
This integral converges on the half-plane \(\operatorname{Re}u<2/b\), which contains the disc, and the same substitution evaluates it there as \(1/(2-bu)\). The singularity would then appear as a loss of integrability at \(x=1\), the large-momentum end of the chain. The price would be a complex power in the definition and a dominated-convergence argument on the disc to connect \(\tilde B\) with the coefficients \(a_n\). The series definition ties the transform to the \(a_n\) directly and yields a sharp radius, but it reaches no point beyond \(|u|<2/b\).
